# Cholesky elimination of $1/(x+y)$ on $[a,b]$ with $a>0$: closed-form residual and a geometric error bound for distinct pivots

## Kernel, pivots and Cholesky vectors

Let $x$ and $y$ be positive energies and let $K(x,y)=1/(x+y)$. The pivots $z_0,z_1,\dots$ are numbered from zero, and $R_m$ denotes what is left of $K$ after the first $m$ of them have been eliminated:

$$R_0=K,\qquad R_{m+1}(x,y)=R_m(x,y)-\frac{R_m(x,z_m)\,R_m(z_m,y)}{R_m(z_m,z_m)} .$$

The denominator $R_m(z_m,z_m)$ is the pivot element. The Cholesky vectors are the residual columns at the pivots, scaled by the square root of the pivot element:

$$L_k(x)=\frac{R_k(x,z_k)}{\sqrt{R_k(z_k,z_k)}} .$$

One more abbreviation is useful:

$$g_m(x)=\prod_{k=0}^{m-1}\frac{x-z_k}{x+z_k},\qquad g_0(x)=1 .$$

## Product formula and error bound

If the pivots $z_0,\dots,z_{m-1}$ are positive and distinct, then for all $x,y>0$

$$R_m(x,y)=\frac{1}{x+y}\prod_{k=0}^{m-1}\frac{(x-z_k)(y-z_k)}{(x+z_k)(y+z_k)} .$$

If, in addition, $a>0$ and the pivots, $x$ and $y$ all lie in $[a,b]$, then

$$\Bigl|\frac1{x+y}-\sum_{k=0}^{m-1}L_k(x)L_k(y)\Bigr|=|R_m(x,y)|\le\frac1{2a}\Bigl(\frac{b-a}{b+a}\Bigr)^{2m}.$$

## Energy denominators in second-order perturbation theory

With canonical orbitals and a positive gap between occupied and virtual levels, the denominators of second-order Møller–Plesset theory are, up to sign, $x+y$ with $x=\varepsilon_c-\varepsilon_i$ and $y=\varepsilon_d-\varepsilon_j$, where $i,j$ are occupied and $c,d$ virtual. Replacing $1/(x+y)$ by $\sum_k L_k(x)L_k(y)$ separates the two orbital pairs. A code that does this relies on a short sum being accurate enough.

Here $a$ can be taken as the smallest orbital-energy difference and $b$ as the largest. The condition $a>0$ stands for the gap. Any $m$ that brings the right-hand side of the bound below a chosen tolerance is sufficient for every denominator, provided that many distinct pivots are available.

## From one elimination step to the bound

**One step.** Suppose that $R(x,y)=g(x)g(y)/(x+y)$ and that $z>0$ with $g(z)\neq0$. In the subtracted term, $g(z)^2$ cancels:

$$\frac{R(x,z)R(z,y)}{R(z,z)}=g(x)g(y)\,\frac{2z}{(x+z)(y+z)} .$$

The new kernel is therefore

$$g(x)g(y)\,\frac{(x+z)(y+z)-2z(x+y)}{(x+y)(x+z)(y+z)} .$$

The numerator is $xy-xz-yz+z^2=(x-z)(y-z)$. The step has multiplied the old kernel by $\frac{x-z}{x+z}\cdot\frac{y-z}{y+z}$, and the result again has the form assumed at the start.

**All steps.** $R_0$ has this form with $g_0=1$. If $R_m(x,y)=g_m(x)g_m(y)/(x+y)$, the next pivot $z_m$ differs from all earlier ones, so $g_m(z_m)\ne0$ and the step applies with $g=g_m$. It gives $R_{m+1}(x,y)=g_{m+1}(x)g_{m+1}(y)/(x+y)$, which is the product formula for $m+1$ pivots.

**Cholesky vectors.** The pivot element is $R_m(z_m,z_m)=g_m(z_m)^2/(2z_m)>0$, so its square root is real and nonzero. Each $R_k$ is symmetric, because $K$ is and elimination preserves symmetry. Hence

$$L_k(x)L_k(y)=\frac{R_k(x,z_k)R_k(z_k,y)}{R_k(z_k,z_k)}=R_k(x,y)-R_{k+1}(x,y),$$

and the sum over $k$ telescopes to $K(x,y)-R_m(x,y)$.

**Bound.** Take $x,z\in[a,b]$ with $x\ge z$. Cross-multiplication turns

$$\frac{x-z}{x+z}\le\frac{b-a}{b+a}$$

into $ax\le bz$, which holds because $x\le b$ and $a\le z$. The case $z\ge x$ is the same with the roles exchanged. Thus $|g_m(x)|$ and $|g_m(y)|$ are each at most $\bigl(\frac{b-a}{b+a}\bigr)^m$. Together with $1/(x+y)\le1/(2a)$ this gives the stated bound.

## Two pivots on $[1,3]$

Take $a=1$, $b=3$, $z_0=3$, $z_1=2$ and $x=y=1$. The first elimination gives

$$R_1(1,1)=\frac12-\frac{(1/4)^2}{1/6}=\frac12-\frac38=\frac18 .$$

The bound for $m=1$ is $\frac12\cdot\bigl(\frac12\bigr)^2=\frac18$, so it is attained.

For the second step, $R_1(1,2)=\frac13-\frac3{10}=\frac1{30}$ and $R_1(2,2)=\frac14-\frac6{25}=\frac1{100}$. Then

$$R_2(1,1)=\frac18-\frac{(1/30)^2}{1/100}=\frac18-\frac19=\frac1{72}.$$

The product formula gives the same value, $\frac12\cdot\bigl(\frac12\bigr)^2\cdot\bigl(\frac13\bigr)^2=\frac1{72}$, below the bound $\frac1{32}$ for $m=2$.

## A repeated pivot breaks the bound

Keep $a=1$ and $b=3$, but choose $z_0=z_1=3$. After the first elimination the whole column $R_1(x,3)$ is zero, and the second step divides zero by zero. Lean evaluates that quotient as zero, so the second step changes nothing and $R_2(1,1)=\frac18$, whereas the bound for $m=2$ would be $\frac1{32}$.

In exact arithmetic, a code that always takes the largest diagonal residual, and stops when it is zero, never repeats a pivot value. In floating point the diagonal at a used pivot may be left as rounding noise instead of zero; a stopping threshold above that noise keeps such a pivot from being chosen again. Degenerate orbital-energy differences count as one pivot value.

## The Lean file

```lean
import Mathlib

open Finset

namespace CholeskyEnergyDenominator

noncomputable section

/-- One Cholesky elimination step on a kernel `R` with pivot `z`; its domain is `R z z ≠ 0`. -/
def eliminate (R : ℝ → ℝ → ℝ) (z : ℝ) : ℝ → ℝ → ℝ :=
  fun x y => R x y - R x z * R z y / R z z

/-- The residual of the energy-denominator kernel `1 / (x + y)` after eliminating the first
`m` pivots of the sequence `z`; its domain is `x + y ≠ 0` with nonzero pivot elements. -/
def residual (z : ℕ → ℝ) : ℕ → ℝ → ℝ → ℝ
  | 0 => fun x y => 1 / (x + y)
  | m + 1 => eliminate (residual z m) (z m)

/-- The product of the factors `(x - z k) / (x + z k)` over the first `m` pivots; its domain
is `x + z k ≠ 0`. -/
def pivotFactor (z : ℕ → ℝ) (m : ℕ) (x : ℝ) : ℝ :=
  ∏ k ∈ range m, (x - z k) / (x + z k)

/-- The `k`-th Cholesky vector: the residual column at the pivot `z k`, divided by the square
root of the pivot element; its domain is a positive pivot element. -/
def choleskyVector (z : ℕ → ℝ) (k : ℕ) (x : ℝ) : ℝ :=
  residual z k x (z k) / √(residual z k (z k) (z k))

/-- For positive `x, y, z` and `g z ≠ 0`, eliminating the pivot `z` from a kernel of the form `g x *
g y / (x + y)` multiplies its value at `x, y` by `(x - z) / (x + z)` and `(y - z) / (y + z)`; here
`p, q, r` are the values of `g` at `x, y, z`. -/
theorem elimination_step {x y z p q r : ℝ} (hx : 0 < x) (hy : 0 < y) (hz : 0 < z)
    (hr : r ≠ 0) :
    1 / (x + y) * (p * q)
        - 1 / (x + z) * (p * r) * (1 / (z + y) * (r * q)) / (1 / (z + z) * (r * r))
      = 1 / (x + y) * (p * q) * ((x - z) / (x + z) * ((y - z) / (y + z))) := by
  have h1 : x + y ≠ 0 := by positivity
  have h2 : x + z ≠ 0 := by positivity
  have h3 : y + z ≠ 0 := by positivity
  have h4 : z ≠ 0 := hz.ne'
  rw [add_comm z y, ← two_mul z]
  field_simp
  ring

/-- For positive pivots, the pivot factor does not vanish at a new pivot that differs from all
earlier ones. -/
theorem pivotFactor_ne_zero {z : ℕ → ℝ} {m : ℕ} (hz : ∀ k ≤ m, 0 < z k)
    (hd : ∀ i < m, z i ≠ z m) : pivotFactor z m (z m) ≠ 0 := by
  refine Finset.prod_ne_zero_iff.2 fun k hk => ?_
  have hk' : k < m := Finset.mem_range.1 hk
  exact div_ne_zero (sub_ne_zero.2 (hd k hk').symm)
    (add_pos (hz m le_rfl) (hz k hk'.le)).ne'

/-- For positive distinct pivots and positive `x` and `y`, the residual is `1 / (x + y)` times the
pivot factors of `x` and `y`. -/
theorem residual_factor {z : ℕ → ℝ} {m : ℕ} (hz : ∀ k < m, 0 < z k)
    (hd : ∀ i j, i < j → j < m → z i ≠ z j) :
    ∀ x y, 0 < x → 0 < y →
      residual z m x y = 1 / (x + y) * (pivotFactor z m x * pivotFactor z m y) := by
  induction m with
  | zero => intro x y _ _; simp [residual, pivotFactor]
  | succ m ih =>
    intro x y hx hy
    have ih' := ih (fun k hk => hz k (by omega)) (fun i j hij hj => hd i j hij (by omega))
    have h : 0 < z m := hz m (by omega)
    have hg : pivotFactor z m (z m) ≠ 0 :=
      pivotFactor_ne_zero (fun k hk => hz k (by omega)) (fun i hi => hd i m hi (by omega))
    have hs : ∀ t, pivotFactor z (m + 1) t
        = pivotFactor z m t * ((t - z m) / (t + z m)) := fun t => by
      simp only [pivotFactor, Finset.prod_range_succ]
    change residual z m x y
      - residual z m x (z m) * residual z m (z m) y / residual z m (z m) (z m) = _
    rw [ih' x y hx hy, ih' x (z m) hx h, ih' (z m) y h hy, ih' (z m) (z m) h h,
      elimination_step hx hy h hg, hs x, hs y]
    ring

/-- Closed form of the Cholesky residual of `1 / (x + y)` for positive distinct pivots and positive
`x` and `y`. -/
theorem residual_eq {z : ℕ → ℝ} {m : ℕ} (hz : ∀ k < m, 0 < z k)
    (hd : ∀ i j, i < j → j < m → z i ≠ z j) {x y : ℝ} (hx : 0 < x) (hy : 0 < y) :
    residual z m x y = 1 / (x + y) *
      ∏ k ∈ range m, ((x - z k) * (y - z k)) / ((x + z k) * (y + z k)) := by
  rw [residual_factor hz hd x y hx hy]
  simp only [pivotFactor, ← Finset.prod_mul_distrib, div_mul_div_comm]

/-- For `x` and `m` pivots in `[a, b]` with `a > 0`, the pivot factor at `x` is at most `((b - a) /
(b + a)) ^ m` in absolute value. -/
theorem abs_pivotFactor_le {a b : ℝ} (ha : 0 < a) {z : ℕ → ℝ} {m : ℕ}
    (hz : ∀ k < m, z k ∈ Set.Icc a b) {x : ℝ} (hx : x ∈ Set.Icc a b) :
    |pivotFactor z m x| ≤ ((b - a) / (b + a)) ^ m := by
  obtain ⟨hxa, hxb⟩ := hx
  rw [pivotFactor, Finset.abs_prod]
  calc ∏ k ∈ range m, |(x - z k) / (x + z k)|
      ≤ ∏ _k ∈ range m, (b - a) / (b + a) := by
        refine Finset.prod_le_prod (fun _ _ => abs_nonneg _) fun k hk => ?_
        obtain ⟨hka, hkb⟩ := hz k (Finset.mem_range.1 hk)
        have h1 : 0 < x + z k := by linarith
        have h2 : 0 < b + a := by linarith
        rw [abs_div, abs_of_pos h1, div_le_div_iff₀ h1 h2]
        -- the extreme case has one point at each end of the interval
        rcases le_total (z k) x with h | h
        · rw [abs_of_nonneg (by linarith)]
          nlinarith [mul_le_mul hxb hka ha.le (by linarith : (0 : ℝ) ≤ b)]
        · rw [abs_of_nonpos (by linarith)]
          nlinarith [mul_le_mul hkb hxa ha.le (by linarith : (0 : ℝ) ≤ b)]
    _ = ((b - a) / (b + a)) ^ m := by rw [Finset.prod_const, Finset.card_range]

/-- For distinct pivots in `[a, b]` with `a > 0`, the Cholesky residual of `1 / (x + y)` on
`[a, b]` is bounded by `1 / (2 a) * ((b - a) / (b + a)) ^ (2 m)`. -/
theorem abs_residual_le {a b : ℝ} (ha : 0 < a) {z : ℕ → ℝ} {m : ℕ}
    (hz : ∀ k < m, z k ∈ Set.Icc a b) (hd : ∀ i j, i < j → j < m → z i ≠ z j)
    {x y : ℝ} (hx : x ∈ Set.Icc a b) (hy : y ∈ Set.Icc a b) :
    |residual z m x y| ≤ 1 / (2 * a) * ((b - a) / (b + a)) ^ (2 * m) := by
  have hx0 : 0 < x := lt_of_lt_of_le ha hx.1
  have hy0 : 0 < y := lt_of_lt_of_le ha hy.1
  have hab : a ≤ b := hx.1.trans hx.2
  have hq : 0 ≤ (b - a) / (b + a) := div_nonneg (by linarith) (by linarith)
  have h1 : 1 / (x + y) ≤ 1 / (2 * a) :=
    one_div_le_one_div_of_le (by positivity) (by linarith [hx.1, hy.1])
  have h0 : 0 < 1 / (x + y) := by positivity
  rw [residual_factor (fun k hk => lt_of_lt_of_le ha (hz k hk).1) hd x y hx0 hy0,
    abs_mul, abs_mul, abs_of_pos h0, two_mul m, pow_add]
  exact mul_le_mul h1
    (mul_le_mul (abs_pivotFactor_le ha hz hx) (abs_pivotFactor_le ha hz hy)
      (abs_nonneg _) (pow_nonneg hq m))
    (mul_nonneg (abs_nonneg _) (abs_nonneg _)) (by positivity)

/-- The residual kernel is symmetric in its two arguments. -/
theorem residual_symm (z : ℕ → ℝ) (m : ℕ) : ∀ x y, residual z m x y = residual z m y x := by
  induction m with
  | zero => intro x y; simp only [residual, add_comm]
  | succ m ih =>
    intro x y
    simp only [residual, eliminate]
    rw [ih x y, ih x (z m), ih (z m) y]
    ring

/-- For positive distinct pivots, `1 / (x + y)` minus the sum of products of the first `m`
Cholesky vectors is the residual. -/
theorem sub_sum_choleskyVector {z : ℕ → ℝ} {m : ℕ} (hz : ∀ k < m, 0 < z k)
    (hd : ∀ i j, i < j → j < m → z i ≠ z j) (x y : ℝ) :
    1 / (x + y) - ∑ k ∈ range m, choleskyVector z k x * choleskyVector z k y
      = residual z m x y := by
  induction m with
  | zero => simp [residual]
  | succ m ih =>
    have hz' : ∀ k < m, 0 < z k := fun k hk => hz k (by omega)
    have hd' : ∀ i j, i < j → j < m → z i ≠ z j := fun i j hij hj => hd i j hij (by omega)
    have h : 0 < z m := hz m (by omega)
    have hg : pivotFactor z m (z m) ≠ 0 :=
      pivotFactor_ne_zero (fun k hk => hz k (by omega)) (fun i hi => hd i m hi (by omega))
    -- the pivot element is positive, so its square root squares back to it
    have hp : 0 < residual z m (z m) (z m) := by
      rw [residual_factor hz' hd' _ _ h h]
      exact mul_pos (by positivity) (mul_self_pos.2 hg)
    have hL : choleskyVector z m x * choleskyVector z m y
        = residual z m x (z m) * residual z m (z m) y / residual z m (z m) (z m) := by
      rw [choleskyVector, choleskyVector, div_mul_div_comm, Real.mul_self_sqrt hp.le,
        residual_symm z m y (z m)]
    rw [Finset.sum_range_succ, hL, ← sub_sub, ih hz' hd']
    rfl

/-- Replacing `1 / (x + y)` on `[a, b]`, `a > 0`, by its expansion in `m` Cholesky vectors
with distinct pivots in `[a, b]` costs at most `1 / (2 a) * ((b - a) / (b + a)) ^ (2 m)`. -/
theorem cholesky_truncation_error {a b : ℝ} (ha : 0 < a) {z : ℕ → ℝ} {m : ℕ}
    (hz : ∀ k < m, z k ∈ Set.Icc a b) (hd : ∀ i j, i < j → j < m → z i ≠ z j)
    {x y : ℝ} (hx : x ∈ Set.Icc a b) (hy : y ∈ Set.Icc a b) :
    |1 / (x + y) - ∑ k ∈ range m, choleskyVector z k x * choleskyVector z k y|
      ≤ 1 / (2 * a) * ((b - a) / (b + a)) ^ (2 * m) := by
  rw [sub_sum_choleskyVector (fun k hk => lt_of_lt_of_le ha (hz k hk).1) hd]
  exact abs_residual_le ha hz hd hx hy

/-- For positive `a` and `b`, the residual at `x = y = a` with the single pivot `b` equals `1 / (2
a) * ((b - a) / (b + a)) ^ 2`. -/
theorem residual_bound_attained {a b : ℝ} (ha : 0 < a) (hb : 0 < b) :
    residual (fun _ => b) 1 a a = 1 / (2 * a) * ((b - a) / (b + a)) ^ 2 := by
  rw [residual_factor (fun _ _ => hb) (fun i j h1 h2 => absurd h2 (by omega)) a a ha ha]
  simp only [pivotFactor, Finset.prod_range_one]
  rw [add_comm b a, ← two_mul a]
  ring

end

end CholeskyEnergyDenominator
```

```lean
#print axioms CholeskyEnergyDenominator.residual_eq
-- 'CholeskyEnergyDenominator.residual_eq' depends on axioms: [propext, Classical.choice, Quot.sound]
#print axioms CholeskyEnergyDenominator.cholesky_truncation_error
-- 'CholeskyEnergyDenominator.cholesky_truncation_error' depends on axioms: [propext, Classical.choice, Quot.sound]
#print axioms CholeskyEnergyDenominator.residual_bound_attained
-- 'CholeskyEnergyDenominator.residual_bound_attained' depends on axioms: [propext, Classical.choice, Quot.sound]
```

## What the Lean statements say

`eliminate` is the rank-one update, and `residual z m` is $R_m$, obtained by repeating that update from $1/(x+y)$. The product formula is therefore a theorem about the algorithm and not part of a definition. `pivotFactor z m x` is $g_m(x)$ and `choleskyVector z k x` is $L_k(x)$.

The pivots form a sequence `z : ℕ → ℝ`, of which only the entries with index below `m` are constrained. The hypothesis `hd` says that they are pairwise distinct, and `Set.Icc a b` is the closed interval $[a,b]$. The condition $a\le b$ is not listed separately, since it follows from $x$ lying in the interval.

`residual_eq` is the product formula for positive distinct pivots and positive $x,y$. `abs_residual_le` is the bound on the residual, and `cholesky_truncation_error` is the same bound for the truncated sum of Cholesky vectors. `residual_bound_attained` shows equality for a single pivot at $b$ and $x=y=a$.

The kernel is a function of two real energies, not a matrix. A code works with its values on a finite list of orbital-energy differences; when the pivots belong to that list, matrix elimination produces exactly the values of $R_m$ there, and the bound holds entry by entry.

The theorems accept distinct pivots in any order and say nothing about how to choose them well, so a good selection may converge much faster than the bound suggests. They concern exact real arithmetic and leave rounding aside. They bound the error of each inverse denominator; an error estimate for the correlation energy also needs the two-electron integrals that multiply it.

## How the Lean proofs follow the derivation

`elimination_step` is the single step, with `p`, `q`, `r` standing for $g(x)$, $g(y)$, $g(z)$. There `field_simp` clears the denominators and `ring` checks the remaining polynomial identity. `pivotFactor_ne_zero` supplies $g_m(z_m)\neq0$ from distinctness and positivity.

`residual_factor` is the induction over pivots. It unfolds one elimination, rewrites the four residual values by the induction hypothesis and applies `elimination_step`. `residual_eq` then merges the two products into one.

In `abs_pivotFactor_le` the product is bounded factor by factor. `div_le_div_iff₀` does the cross-multiplication, `le_total` splits the cases $z_k\le x$ and $x\le z_k$, and `nlinarith` closes each from the product inequality $ax\le bz_k$ or its mirror image. `abs_residual_le` multiplies the two pivot-factor bounds by $1/(x+y)\le1/(2a)$.

`residual_symm` proves symmetry by induction. `sub_sum_choleskyVector` carries out the telescoping sum: it first shows that the pivot element is positive, so that `Real.mul_self_sqrt` can remove the square roots, and then identifies each product of Cholesky vectors with the term subtracted by `eliminate`. `cholesky_truncation_error` combines this identity with `abs_residual_le`, and `residual_bound_attained` evaluates the factored residual for one pivot.
